# For real $u$ and $v$: if $u''=q_1u$, $v''=q_2v$ and $q_2<q_1$ between two successive nodes of $u$, then $v$ has a node between them

The first choice is how to say that a function satisfies a second-order differential equation. Lean's `deriv` returns a number for every function at every point, and that number is zero where no derivative exists, so an equation between second derivatives would need separate differentiability assumptions. The file instead carries the slope along as a second function. A solution is a pair $(u,u')$ in which $u$ has derivative $u'$, and $u'$ has derivative $qu$, at every real point.

```lean
import Mathlib

open Real Set Filter Topology

namespace SturmComparison

noncomputable section
```

The file loads Mathlib and opens some of its namespaces. Two notations recur: `Ioo a b` is the open interval $(a,b)$, and `Icc a b` is the closed interval $[a,b]$.

## The wave equation and its physical reading

```lean
/-- The function `u`, with slope `u'`, solves the wave equation `u'' = q u` on the real line. -/
def Solves (q u u' : ℝ → ℝ) : Prop :=
  ∀ x, HasDerivAt u (u' x) x ∧ HasDerivAt u' (q x * u x) x
```

`ℝ → ℝ` is the type of real functions of a real variable, and `HasDerivAt f d x` says that $f$ is differentiable at $x$ with derivative $d$. The prime in `u'` is only part of a name; the definition is what makes `u'` the derivative of `u`. `Solves q u u'` therefore means $u''=qu$ on the whole line.

No continuity of $q$ is assumed, but the equation must hold at every point. This excludes a step potential whose jump falls where the wavefunction is nonzero: $qu$ would then jump, and a derivative cannot have a jump discontinuity.

The equation could also have been required only on $[a,b]$, with one-sided derivatives at the ends. The statement would then apply directly to solutions that exist only between two walls, at the price of a longer definition. The argument below uses nothing outside $[a,b]$.

```lean
/-- The real wavefunction `ψ`, with slope `ψ'`, solves the stationary Schrödinger equation
for a particle of mass `m` and energy `E` in the potential `V`. -/
def Stationary (hbar m : ℝ) (V : ℝ → ℝ) (E : ℝ) (ψ ψ' : ℝ → ℝ) : Prop :=
  Solves (fun x => 2 * m / hbar ^ 2 * (V x - E)) ψ ψ'
```

The stationary Schrödinger equation in one dimension is
$$-\frac{\hbar^2}{2m}\psi''+V\psi=E\psi,\qquad\text{so}\qquad \psi''=\frac{2m}{\hbar^2}(V-E)\,\psi .$$
`Stationary` is thus `Solves` with $q=2m(V-E)/\hbar^2$. The wavefunction is real. Neither normalisability nor a boundary condition is imposed, so $E$ need not be an eigenvalue.

```lean
/-- The sine wave of wavenumber `k` whose phase is zero at the point `a`. -/
def wave (k a x : ℝ) : ℝ := sin (k * (x - a))
```

This is $\sin(k(x-a))$, a wave with a node at $a$.

```lean
/-- The slope of the sine wave. -/
def waveSlope (k a x : ℝ) : ℝ := k * cos (k * (x - a))
```

This is its slope, $k\cos(k(x-a))$. Both serve later as a comparison solution.

## Signs and the Wronskian

```lean
/-- Reversing the sign of a solution gives a solution of the same equation. -/
theorem Solves.neg {q u u' : ℝ → ℝ} (h : Solves q u u') :
    Solves q (fun x => -u x) (fun x => -u' x) := by
  intro x
  exact ⟨(h x).1.fun_neg, (h x).2.fun_neg.congr_deriv (by simp)⟩
```

A theorem in Lean lists its hypotheses before the colon, its claim after it, and its proof after `:=`. Here the claim is that $-u$ solves the same equation as $u$, because $(-u)''=-qu=q(-u)$.

```lean
/-- The Wronskian of two solutions changes at the rate `(q₁ - q₂) u v`. -/
theorem wronskian_hasDerivAt {q₁ q₂ u u' v v' : ℝ → ℝ}
    (hu : Solves q₁ u u') (hv : Solves q₂ v v') (x : ℝ) :
    HasDerivAt (fun y => u' y * v y - u y * v' y) ((q₁ x - q₂ x) * (u x * v x)) x := by
  have h := ((hu x).2.fun_mul (hv x).1).fun_sub ((hu x).1.fun_mul (hv x).2)
  exact h.congr_deriv (by ring)
```

Let $W=u'v-uv'$. By the product rule,
$$W'=u''v+u'v'-u'v'-uv''=q_1uv-q_2uv=(q_1-q_2)\,uv .$$
In the proof, `fun_mul` and `fun_sub` are the product and difference rules, and `ring` does the algebra that cancels the two $u'v'$ terms.

```lean
/-- A continuous function without nodes in an open interval has a fixed sign there. -/
theorem fixed_sign {f : ℝ → ℝ} {a b : ℝ} (hf : Continuous f)
    (h0 : ∀ x ∈ Ioo a b, f x ≠ 0) :
    (∀ x ∈ Ioo a b, 0 < f x) ∨ (∀ x ∈ Ioo a b, 0 < -f x) := by
  by_contra hc
  push Not at hc
  obtain ⟨⟨x, hx, hfx⟩, ⟨y, hy, hfy⟩⟩ := hc
  have hmem : (0 : ℝ) ∈ Icc (f x) (f y) := ⟨hfx, by linarith⟩
  obtain ⟨z, hz, hfz⟩ :=
    isPreconnected_Ioo.intermediate_value hx hy hf.continuousOn hmem
  exact h0 z hz hfz
```

Suppose that a continuous $f$ has no zero in $(a,b)$. If it were neither positive throughout nor negative throughout, there would be points $x,y$ in the interval with $f(x)\le 0\le f(y)$. The intermediate value theorem would then give a zero in the interval, which is a contradiction. Lean follows the same route: `by_contra` assumes the opposite, `push Not` turns it into the two points, and `intermediate_value` supplies the zero. Negativity is written as $0<-f(x)$, which suits the sign flips to come.

## The contradiction at the endpoints

```lean
/-- If `u` is positive between two of its nodes and `q₂ < q₁` there, then `v` cannot be
positive throughout the interval between them. -/
theorem no_positive_pair {q₁ q₂ u u' v v' : ℝ → ℝ} {a b : ℝ} (hab : a < b)
    (hu : Solves q₁ u u') (hv : Solves q₂ v v') (hq : ∀ x ∈ Ioo a b, q₂ x < q₁ x)
    (ha : u a = 0) (hb : u b = 0) (hup : ∀ x ∈ Ioo a b, 0 < u x) :
    ¬ ∀ x ∈ Ioo a b, 0 < v x := by
  intro hvp
  -- the slope of u is nonnegative at a and nonpositive at b
  have sa : 0 ≤ u' a := by
    have ht := (hasDerivWithinAt_iff_tendsto_slope' (s := Ioi a) (by simp)).1
      (hu a).1.hasDerivWithinAt
    refine ge_of_tendsto ht ?_
    filter_upwards [Ioo_mem_nhdsGT hab] with x hx
    rw [slope_def_field, ha, sub_zero]
    exact div_nonneg (hup x hx).le (sub_pos.2 hx.1).le
  have sb : u' b ≤ 0 := by
    have ht := (hasDerivWithinAt_iff_tendsto_slope' (s := Iio b) (by simp)).1
      (hu b).1.hasDerivWithinAt
    refine le_of_tendsto ht ?_
    filter_upwards [Ioo_mem_nhdsLT hab] with x hx
    rw [slope_def_field, hb, sub_zero]
    exact div_nonpos_of_nonneg_of_nonpos (hup x hx).le (sub_neg.2 hx.2).le
  -- v is nonnegative at both ends by continuity
  have va : 0 ≤ v a := by
    have ht : Tendsto v (𝓝[>] a) (𝓝 (v a)) :=
      (hv a).1.continuousAt.tendsto.mono_left nhdsWithin_le_nhds
    refine ge_of_tendsto ht ?_
    filter_upwards [Ioo_mem_nhdsGT hab] with x hx using (hvp x hx).le
  have vb : 0 ≤ v b := by
    have ht : Tendsto v (𝓝[<] b) (𝓝 (v b)) :=
      (hv b).1.continuousAt.tendsto.mono_left nhdsWithin_le_nhds
    refine ge_of_tendsto ht ?_
    filter_upwards [Ioo_mem_nhdsLT hab] with x hx using (hvp x hx).le
  -- the Wronskian strictly increases, against its signs at the ends
  have hW : StrictMonoOn (fun y => u' y * v y - u y * v' y) (Icc a b) := by
    refine strictMonoOn_of_deriv_pos (convex_Icc a b)
      (fun x _ => (wronskian_hasDerivAt hu hv x).continuousAt.continuousWithinAt) ?_
    intro x hx
    rw [interior_Icc] at hx
    rw [(wronskian_hasDerivAt hu hv x).deriv]
    exact mul_pos (sub_pos.2 (hq x hx)) (mul_pos (hup x hx) (hvp x hx))
  have hlt : u' a * v a - u a * v' a < u' b * v b - u b * v' b :=
    hW (left_mem_Icc.2 hab.le) (right_mem_Icc.2 hab.le) hab
  rw [ha, hb] at hlt
  have h1 := mul_nonneg sa va
  have h2 := mul_nonpos_of_nonpos_of_nonneg sb vb
  linarith
```

Let $u(a)=u(b)=0$, with $u>0$ and $q_2<q_1$ on $(a,b)$. Suppose that $v>0$ on $(a,b)$ as well. The signs at the ends follow from limits taken from inside the interval.

- At the left end, $u'(a)=\lim_{x\to a^+}\dfrac{u(x)}{x-a}\ge 0$, since numerator and denominator are positive.
- At the right end, $u'(b)=\lim_{x\to b^-}\dfrac{u(x)}{x-b}\le 0$, since the denominator is now negative.
- By continuity, $v(a)\ge 0$ and $v(b)\ge 0$.

Since $u$ vanishes at both ends, the Wronskian there is
$$W(a)=u'(a)v(a)\ge 0,\qquad W(b)=u'(b)v(b)\le 0 .$$
Inside the interval, however, $W'=(q_1-q_2)uv>0$, so $W(a)<W(b)$. Together these give $0\le W(a)<W(b)\le 0$, which is impossible.

The Lean names `sa`, `sb`, `va` and `vb` are the four endpoint signs. `ge_of_tendsto` and `le_of_tendsto` say that a limit inherits a weak inequality, and `filter_upwards` restricts attention to points of $(a,b)$ close to the end in question. `hW` is the strict increase of $W$ on $[a,b]$, obtained from the positive derivative in the interior. The final `linarith` finds the clash between the inequalities.

## The comparison theorem

```lean
/-- **Sturm comparison theorem.** If `u'' = q₁ u`, `v'' = q₂ v` and `q₂ < q₁` between two
successive nodes of `u`, then `v` has a node strictly between them. -/
theorem sturm_comparison {q₁ q₂ u u' v v' : ℝ → ℝ} {a b : ℝ} (hab : a < b)
    (hu : Solves q₁ u u') (hv : Solves q₂ v v') (hq : ∀ x ∈ Ioo a b, q₂ x < q₁ x)
    (ha : u a = 0) (hb : u b = 0) (hne : ∀ x ∈ Ioo a b, u x ≠ 0) :
    ∃ x ∈ Ioo a b, v x = 0 := by
  by_contra hc
  push Not at hc
  have cu : Continuous u := continuous_iff_continuousAt.2 fun x => (hu x).1.continuousAt
  have cv : Continuous v := continuous_iff_continuousAt.2 fun x => (hv x).1.continuousAt
  -- flip signs so that both functions are positive
  rcases fixed_sign cu hne with pu | pu <;> rcases fixed_sign cv hc with pv | pv
  · exact no_positive_pair hab hu hv hq ha hb pu pv
  · exact no_positive_pair hab hu hv.neg hq ha hb pu pv
  · exact no_positive_pair hab hu.neg hv hq (by simp [ha]) (by simp [hb]) pu pv
  · exact no_positive_pair hab hu.neg hv.neg hq (by simp [ha]) (by simp [hb]) pu pv
```

In words: let $a<b$, let $u''=q_1u$ and $v''=q_2v$, and let $q_2<q_1$ on $(a,b)$. If $u$ vanishes at $a$ and $b$ but nowhere between, then some $x$ with $a<x<b$ has $v(x)=0$. The symbol `∃` reads "there exists". Outside $(a,b)$ the two coefficients may be ordered in any way.

For the proof, suppose that $v$ has no zero in $(a,b)$. Then $u$ and $v$ each keep a fixed sign there. Replacing $u$ by $-u$ or $v$ by $-v$ where necessary makes both positive without changing their equations or their nodes, and the previous theorem forbids that. The two `rcases` produce the four sign combinations, and each of the last four lines settles one of them, with `hu.neg` and `hv.neg` performing the flips.

This is Sturm's comparison in its strict form, for equations without a first-derivative term. Textbook versions with continuous coefficients often allow $q_1$ and $q_2$ to coincide at some points of the interval, provided that they differ somewhere in it.

## Two energies in one potential

```lean
/-- In a common potential, `n + 1` successive nodes of a real solution of energy `E₁` enclose `n`
ordered nodes of any real solution of higher energy `E₂`, one of them in each gap. -/
theorem higher_energy_nodes {hbar m E₁ E₂ : ℝ} {V ψ ψ' φ φ' : ℝ → ℝ} {n : ℕ}
    (hh : 0 < hbar) (hm : 0 < m) (hE : E₁ < E₂)
    (hψ : Stationary hbar m V E₁ ψ ψ') (hφ : Stationary hbar m V E₂ φ φ')
    (x : Fin (n + 1) → ℝ) (hx : StrictMono x) (h0 : ∀ i, ψ (x i) = 0)
    (hne : ∀ i : Fin n, ∀ t ∈ Ioo (x i.castSucc) (x i.succ), ψ t ≠ 0) :
    ∃ y : Fin n → ℝ, StrictMono y ∧
      ∀ i, y i ∈ Ioo (x i.castSucc) (x i.succ) ∧ φ (y i) = 0 := by
  have key : ∀ i : Fin n, ∃ t, t ∈ Ioo (x i.castSucc) (x i.succ) ∧ φ t = 0 := by
    intro i
    refine sturm_comparison (hx Fin.castSucc_lt_succ) hψ hφ ?_ (h0 _) (h0 _) (hne i)
    intro t _
    have hc : 0 < 2 * m / hbar ^ 2 := by positivity
    exact mul_lt_mul_of_pos_left (by linarith) hc
  choose y hy using key
  refine ⟨y, ?_, hy⟩
  intro i j hij
  have hle : i.succ ≤ j.castSucc := by
    rw [Fin.le_def, Fin.val_succ, Fin.val_castSucc]
    exact hij
  exact (hy i).1.2.trans_le ((hx.monotone hle).trans (hy j).1.1.le)
```

Take a real solution $\psi$ of the stationary Schrödinger equation with energy $E_1$, and a real solution $\varphi$ with energy $E_2>E_1$ in the same potential. The restriction to real functions matters: in a constant potential the complex travelling wave $e^{ikx}$ is a solution without nodes. `Fin (n + 1)` is the index set $0,\dots,n$, so `x` lists nodes $x_0<x_1<\dots<x_n$ of $\psi$, and `hne` says that $\psi$ has no others between neighbours. For `i : Fin n`, the expressions `x i.castSucc` and `x i.succ` are $x_i$ and $x_{i+1}$. The conclusion gives nodes $y_0<\dots<y_{n-1}$ of $\varphi$ with $x_i<y_i<x_{i+1}$. A gap may contain further nodes of $\varphi$. For $n=0$ there is no gap and nothing to find.

The potential cancels from the difference of the coefficients:
$$q_1-q_2=\frac{2m}{\hbar^2}(E_2-E_1)>0 .$$
The hypotheses $\hbar>0$ and $m>0$ give the kinetic energy its usual sign, so that a higher energy means a lower $q$. The comparison theorem then places a node $y_i$ in each gap, and `choose` collects these nodes into one function. They are in order because $i<j$ implies
$$y_i<x_{i+1}\le x_j<y_j .$$

For one particle in one dimension, this bears on shooting methods, where the nodes of a trial solution help to show whether the trial energy is too high or too low. The theorem compares nodes within given gaps; it does not say how many nodes the $n$-th bound state has.

## A node within half a wavelength

```lean
/-- The sine wave of wavenumber `k` solves `u'' = -k² u`. -/
theorem wave_solves (k a : ℝ) : Solves (fun _ => -k ^ 2) (wave k a) (waveSlope k a) := by
  intro x
  have h : HasDerivAt (fun y : ℝ => k * (y - a)) k x := by
    simpa using ((hasDerivAt_id' x).sub_const a).const_mul k
  constructor
  · exact h.sin.congr_deriv (by simp only [waveSlope]; ring)
  · exact (h.cos.const_mul k).congr_deriv (by simp only [wave]; ring)
```

Differentiating $\sin(k(x-a))$ twice gives $-k^2\sin(k(x-a))$. Lean reads `-k ^ 2` as $-(k^2)$. The auxiliary `h` is the derivative of the phase $k(x-a)$, which the chain rule needs.

```lean
/-- For `k > 0` the points `a` and `a + π / k` are successive nodes of the sine wave. -/
theorem wave_nodes (k a : ℝ) (hk : 0 < k) : wave k a a = 0 ∧ wave k a (a + π / k) = 0 ∧
    ∀ x ∈ Ioo a (a + π / k), wave k a x ≠ 0 := by
  refine ⟨by simp [wave], ?_, ?_⟩
  · have h : k * (a + π / k - a) = π := by
      rw [add_sub_cancel_left]
      field_simp
    rw [wave, h, sin_pi]
  · intro x hx
    have h : x - a < π / k := by linarith [hx.2]
    exact (sin_pos_of_pos_of_lt_pi (mul_pos hk (sub_pos.2 hx.1))
      ((lt_div_iff₀' hk).1 h)).ne'
```

At $x=a$ the phase is $0$, and at $x=a+\pi/k$ it is $\pi$; the sine vanishes at both. Strictly between these points the phase lies in $(0,\pi)$, where the sine is positive.

```lean
/-- If `v'' = q v` with `q < -k²` on an open interval of length `π / k`, then `v` has a node
in that interval. -/
theorem node_within_half_wavelength {q v v' : ℝ → ℝ} {k a : ℝ} (hk : 0 < k)
    (hv : Solves q v v') (hq : ∀ x ∈ Ioo a (a + π / k), q x < -k ^ 2) :
    ∃ x ∈ Ioo a (a + π / k), v x = 0 := by
  obtain ⟨h1, h2, h3⟩ := wave_nodes k a hk
  have hab : a < a + π / k := lt_add_of_pos_right a (div_pos pi_pos hk)
  exact sturm_comparison hab (wave_solves k a) hv hq h1 h2 h3
```

Take the sine wave as $u$, with $q_1=-k^2$. If $q<-k^2$ on $(a,a+\pi/k)$, the comparison theorem gives $v$ a node there. For a real solution of the stationary Schrödinger equation the condition reads
$$E-V(x)>\frac{\hbar^2k^2}{2m},$$
so the local kinetic energy exceeds that of a free wave of wavenumber $k$. The length $\pi/k$ is half the wavelength of that free wave.

## A concrete pair, and the case of equality

```lean
/-- The sine waves of wavenumbers 1 and 2 meet the hypotheses of the comparison theorem
on the interval from `0` to `π`. -/
theorem sturm_comparison_witness :
    Solves (fun _ => -1 ^ 2) (wave 1 0) (waveSlope 1 0) ∧
    Solves (fun _ => -2 ^ 2) (wave 2 0) (waveSlope 2 0) ∧ (-2 ^ 2 : ℝ) < -1 ^ 2 ∧
    wave 1 0 0 = 0 ∧ wave 1 0 π = 0 ∧ ∀ x ∈ Ioo 0 π, wave 1 0 x ≠ 0 := by
  have h := wave_nodes 1 0 one_pos
  rw [div_one, zero_add] at h
  exact ⟨wave_solves 1 0, wave_solves 2 0, by norm_num, h⟩
```

The functions $u=\sin x$ and $v=\sin 2x$ solve their equations with $q_1=-1$ and $q_2=-4$, and $u$ has successive nodes at $0$ and $\pi$. All the hypotheses are therefore satisfied, and the promised node of $v$ is at $x=\pi/2$.

```lean
/-- The comparison theorem fails if `q₂ < q₁` is weakened to `q₂ ≤ q₁`. -/
theorem strict_inequality_needed :
    ¬ ∀ (q₁ q₂ u u' v v' : ℝ → ℝ) (a b : ℝ), a < b → Solves q₁ u u' → Solves q₂ v v' →
      (∀ x ∈ Ioo a b, q₂ x ≤ q₁ x) → u a = 0 → u b = 0 → (∀ x ∈ Ioo a b, u x ≠ 0) →
      ∃ x ∈ Ioo a b, v x = 0 := by
  intro H
  obtain ⟨hs, _, _, h0, hp, hne⟩ := sturm_comparison_witness
  -- compare the sine wave with itself
  obtain ⟨x, hx, hzero⟩ :=
    H _ _ _ _ _ _ 0 π pi_pos hs hs (fun _ _ => le_rfl) h0 hp hne
  exact hne x hx hzero

end

end SturmComparison
```

The statement begins with `¬ ∀`: it is not true that the conclusion holds for all data satisfying the weakened hypotheses. The counter-example compares a wave with itself. Let $q_1=q_2=-1$ and $u=v=\sin x$ on $(0,\pi)$. Then $q_2\le q_1$ holds and $u$ has the required nodes, but $v$ vanishes only at the ends of the interval. Here $W'=0$, so the Wronskian no longer increases and the contradiction disappears. In Lean, `H` is the supposed general theorem; applied to this pair, it yields a zero of $\sin x$ inside $(0,\pi)$, which `hne` rules out.

```lean
#print axioms SturmComparison.sturm_comparison
#print axioms SturmComparison.higher_energy_nodes
#print axioms SturmComparison.node_within_half_wavelength
#print axioms SturmComparison.strict_inequality_needed
```

```
'SturmComparison.sturm_comparison' depends on axioms: [propext, Classical.choice, Quot.sound]
'SturmComparison.higher_energy_nodes' depends on axioms: [propext, Classical.choice, Quot.sound]
'SturmComparison.node_within_half_wavelength' depends on axioms: [propext, Classical.choice, Quot.sound]
'SturmComparison.strict_inequality_needed' depends on axioms: [propext, Classical.choice, Quot.sound]
```
